# The equal mixture of vacuum and one photon has a non-negative Wigner function but is not a mixture of coherent states

A phase-space simulation of a light mode can start by drawing random points from the initial Wigner function, provided that function is nowhere negative. Another way to start is to draw coherent states, that is, vacua with random displacements. The second way works only for some of the states that allow the first. For a single mode in a statistical mixture (not a superposition) of one photon, with probability p, and the vacuum, with probability 1 − p, the first is available up to p = 1/2, the second only at p = 0.

## Wigner functions on the complex plane

```lean
import Mathlib

open Real MeasureTheory

namespace PositiveWignerNotClassical

noncomputable section
```

The first line loads Mathlib, Lean's mathematical library. The `open` line gives short names to real-number functions and to measure theory, which supplies the integrals.

```lean
/-- The Wigner function of the vacuum, a Gaussian on the phase plane. -/
def vacuumW (z : ℂ) : ℝ := Real.exp (-‖z‖ ^ 2) / π
```

A `def` introduces a function. This one takes a complex number z and returns a real number:

W₀(z) = exp(−|z|²)/π.

Lean writes |z| as `‖z‖`. With z = x + iy, the real numbers x and y are the two quadratures of the mode, in units where ħ = 1 and each has vacuum variance 1/2. Integrals over z use the ordinary area dx dy.

```lean
/-- The Wigner function of the one-photon state. -/
def photonW (z : ℂ) : ℝ := (2 * ‖z‖ ^ 2 - 1) * vacuumW z
```

The one-photon Wigner function is

W₁(z) = (2|z|² − 1) W₀(z),

which is negative near the origin. Both formulas are taken as the starting point; the file contains no density operators from which to derive them.

```lean
/-- The combination of vacuum and one-photon Wigner functions with weights `1 - p` and `p`. -/
def mixW (p : ℝ) (z : ℂ) : ℝ := (1 - p) * vacuumW z + p * photonW z
```

The mixture with photon weight p is

W(z) = (1 − p) W₀(z) + p W₁(z).

Physically p is a probability between 0 and 1, for instance the transmission when a single photon passes through a lossy channel. In Lean it is any real number unless a theorem restricts it.

```lean
/-- A phase-space function is P-classical if it is an average of displaced vacuum Wigner
functions over a probability measure of displacements. -/
def PClassical (W : ℂ → ℝ) : Prop :=
  ∃ μ : Measure ℂ, IsProbabilityMeasure μ ∧ ∀ z, W z = ∫ a, vacuumW (z - a) ∂μ
```

A `Prop` is a statement that may be true or false. This one says that some probability measure μ on the plane satisfies, for every z,

W(z) = ∫ W₀(z − a) dμ(a).

The function W₀(z − a) belongs to the coherent state displaced by a, whose usual amplitude is α = a/√2. The condition therefore describes a statistical mixture of coherent states, or in other words a state whose P function is a genuine probability distribution. Point masses and other singular measures are allowed.

## Normalisation and the sign of the mixture

```lean
/-- The vacuum Wigner function is strictly positive. -/
theorem vacuumW_pos (z : ℂ) : 0 < vacuumW z :=
  div_pos (Real.exp_pos _) Real.pi_pos
```

A `theorem` has its statement before `:=` and its proof after. Here W₀(z) > 0, because an exponential and π are both positive.

```lean
/-- The mixture is the vacuum Gaussian times a quadratic polynomial in the distance from
the origin. -/
theorem mixW_eq (p : ℝ) (z : ℂ) :
    mixW p z = (1 - 2 * p + 2 * p * ‖z‖ ^ 2) * vacuumW z := by
  unfold mixW photonW
  ring
```

Inserting W₁ and collecting terms gives

W(z) = [(1 − p) + p(2|z|² − 1)] W₀(z) = (1 − 2p + 2p|z|²) W₀(z).

The tactic `unfold` inserts the definitions, and `ring` does the algebra.

```lean
/-- For every real weight `p` the mixture has total phase-space integral one. -/
theorem integral_mixW (p : ℝ) : ∫ z, mixW p z = 1 := by
  -- the two radial integrals
  have h0 : ∫ z : ℂ, Real.exp (-‖z‖ ^ 2) = π := by
    have h := Complex.integral_rpow_mul_exp_neg_rpow (p := 2) (q := 0)
      (by norm_num) (by norm_num)
    norm_num at h
    exact h
  have h2 : ∫ z : ℂ, ‖z‖ ^ 2 * Real.exp (-‖z‖ ^ 2) = π := by
    have h := Complex.integral_rpow_mul_exp_neg_rpow (p := 2) (q := 2)
      (by norm_num) (by norm_num)
    norm_num at h
    exact h
  have i0 : Integrable (fun z : ℂ => Real.exp (-‖z‖ ^ 2)) := by
    by_contra h
    exact Real.pi_ne_zero (h0.symm.trans (integral_undef h))
  have i2 : Integrable (fun z : ℂ => ‖z‖ ^ 2 * Real.exp (-‖z‖ ^ 2)) := by
    by_contra h
    exact Real.pi_ne_zero (h2.symm.trans (integral_undef h))
  have e : ∀ z, mixW p z = (1 - 2 * p) / π * Real.exp (-‖z‖ ^ 2)
      + 2 * p / π * (‖z‖ ^ 2 * Real.exp (-‖z‖ ^ 2)) := by
    intro z
    rw [mixW_eq]
    unfold vacuumW
    ring
  simp_rw [e]
  rw [integral_add (i0.const_mul _) (i2.const_mul _), integral_const_mul,
    integral_const_mul, h0, h2, div_mul_cancel₀ _ Real.pi_ne_zero,
    div_mul_cancel₀ _ Real.pi_ne_zero]
  ring
```

The total integral is 1 for every real p. In polar coordinates, with r = |z|,

∫ exp(−|z|²) dx dy = 2π ∫₀^∞ r exp(−r²) dr = π,

∫ |z|² exp(−|z|²) dx dy = 2π ∫₀^∞ r³ exp(−r²) dr = π.

The mixture therefore integrates to (1 − 2p) + 2p = 1.

In the proof, `h0` and `h2` are these two integrals, obtained from a general Mathlib formula whose own parameter `p` is an exponent and not the photon weight. The lines `i0` and `i2` establish integrability: Lean gives a non-integrable function the integral 0, so the value π rules that case out. The rest splits the integral by linearity.

```lean
/-- For a photon weight `p ≥ 0`, the mixture is non-negative on the whole phase plane exactly
when `p ≤ 1/2`. -/
theorem mixW_nonneg_iff {p : ℝ} (hp : 0 ≤ p) : (∀ z, 0 ≤ mixW p z) ↔ p ≤ 1 / 2 := by
  constructor
  · intro h
    have h1 := h 0
    rw [mixW_eq] at h1
    have h2 := (mul_nonneg_iff_of_pos_right (vacuumW_pos 0)).1 h1
    rw [norm_zero] at h2
    linarith
  · intro h z
    rw [mixW_eq]
    have h1 : 0 ≤ 2 * p * ‖z‖ ^ 2 := by positivity
    exact mul_nonneg (by linarith) (vacuumW_pos z).le
```

For p ≥ 0, the mixture is non-negative everywhere exactly when p ≤ 1/2. The symbol `↔` means "if and only if", and `constructor` splits the proof into its two directions.

If W is non-negative everywhere, it is so at the origin, where W(0) = (1 − 2p)/π, and hence p ≤ 1/2. Conversely, if 0 ≤ p ≤ 1/2, then 1 − 2p and 2p|z|² are both non-negative, and so is their sum times W₀(z).

## What a mixture of coherent states would require

```lean
/-- Displacing the vacuum by `a` multiplies its Wigner function on the real axis by an
exponential factor. -/
theorem vacuumW_shift (t : ℝ) (a : ℂ) :
    vacuumW (t - a) = vacuumW t * Real.exp (2 * t * a.re - ‖a‖ ^ 2) := by
  have h : ‖(t : ℂ) - a‖ ^ 2 = ‖(t : ℂ)‖ ^ 2 - 2 * t * a.re + ‖a‖ ^ 2 := by
    simp only [Complex.sq_norm, Complex.normSq_apply, Complex.sub_re, Complex.sub_im,
      Complex.ofReal_re, Complex.ofReal_im]
    ring
  unfold vacuumW
  rw [h, div_mul_eq_mul_div, ← Real.exp_add]
  congr 2
  ring
```

For a real number t, a point on the real axis,

|t − a|² = t² − 2t Re a + |a|².

Exponentiating gives

W₀(t − a) = W₀(t) exp(2t Re a − |a|²).

Lean writes Re a as `a.re`.

```lean
/-- If a measure of displacements represents the mixture, then for every real `t` the integral of
`exp (2 * t * a.re - ‖a‖ ^ 2)` over the displacements `a` is `1 - 2 * p + 2 * p * t ^ 2`. -/
theorem moment_eq {p : ℝ} {μ : Measure ℂ}
    (h : ∀ z, mixW p z = ∫ a, vacuumW (z - a) ∂μ) (t : ℝ) :
    ∫ a : ℂ, Real.exp (2 * t * a.re - ‖a‖ ^ 2) ∂μ = 1 - 2 * p + 2 * p * t ^ 2 := by
  have h1 := h t
  have hn : ‖(t : ℂ)‖ ^ 2 = t ^ 2 := by
    rw [Complex.norm_real, Real.norm_eq_abs, sq_abs]
  simp_rw [vacuumW_shift] at h1
  rw [mixW_eq, integral_const_mul, hn] at h1
  apply mul_left_cancel₀ (vacuumW_pos t).ne'
  linear_combination -h1
```

Suppose μ represents the mixture. Evaluate the representation at z = t, use the previous identity and divide by the positive number W₀(t):

∫ exp(2t Re a − |a|²) dμ(a) = 1 − 2p + 2pt².

The hypothesis `h` is the assumed representation. The cancellation of W₀(t) is done by `mul_left_cancel₀`. An average of exponentials in t must now equal a quadratic polynomial in t.

```lean
/-- A quartic lower bound on the sum of a growing and a decaying exponential. -/
theorem quartic_le_exp (s : ℝ) : s ^ 4 / 24 ≤ Real.exp s + Real.exp (-s) := by
  rcases le_total 0 s with hs | hs
  · have h := Real.pow_div_factorial_le_exp s hs 4
    norm_num [Nat.factorial] at h
    linarith [Real.exp_pos (-s)]
  · have h := Real.pow_div_factorial_le_exp (-s) (by linarith) 4
    have e : (-s) ^ 4 = s ^ 4 := by ring
    rw [e] at h
    norm_num [Nat.factorial] at h
    linarith [Real.exp_pos s]
```

For every real s,

s⁴/24 ≤ exp(s) + exp(−s).

If s ≥ 0, all terms in the Taylor series of exp(s) are non-negative, so the fourth-order term alone is at most exp(s). If s ≤ 0, the same holds for exp(−s). The proof follows these two cases.

```lean
/-- For real `p`, the mixture is P-classical only when the photon weight `p` is zero, and then
it is. -/
theorem pClassical_mixW_iff (p : ℝ) : PClassical (mixW p) ↔ p = 0 := by
  constructor
  · rintro ⟨μ, hμ, h⟩
    have hE : ∀ t : ℝ, Integrable (fun a : ℂ => Real.exp (2 * t * a.re - ‖a‖ ^ 2)) μ := by
      intro t
      refine Integrable.of_bound
        (by fun_prop : Continuous fun a : ℂ =>
          Real.exp (2 * t * a.re - ‖a‖ ^ 2)).aestronglyMeasurable
        (Real.exp (t ^ 2)) (Filter.Eventually.of_forall fun a => ?_)
      rw [Real.norm_eq_abs, abs_of_pos (Real.exp_pos _), Real.exp_le_exp,
        Complex.sq_norm, Complex.normSq_apply]
      nlinarith [sq_nonneg (t - a.re), sq_nonneg a.im]
    have key : ∀ (t : ℝ) (a : ℂ), 2 / 3 * t ^ 4 * (a.re ^ 4 * Real.exp (-‖a‖ ^ 2)) ≤
        Real.exp (2 * t * a.re - ‖a‖ ^ 2) + Real.exp (2 * (-t) * a.re - ‖a‖ ^ 2) := by
      intro t a
      have e1 : Real.exp (2 * t * a.re - ‖a‖ ^ 2)
          = Real.exp (2 * t * a.re) * Real.exp (-‖a‖ ^ 2) := by
        rw [← Real.exp_add]
        congr 1
      have e2 : Real.exp (2 * (-t) * a.re - ‖a‖ ^ 2)
          = Real.exp (-(2 * t * a.re)) * Real.exp (-‖a‖ ^ 2) := by
        rw [← Real.exp_add]
        congr 1
        ring
      rw [e1, e2]
      have h4 := mul_le_mul_of_nonneg_right (quartic_le_exp (2 * t * a.re))
        (Real.exp_pos (-‖a‖ ^ 2)).le
      linear_combination h4
    have hg0 : ∀ a : ℂ, 0 ≤ a.re ^ 4 * Real.exp (-‖a‖ ^ 2) := fun a => by positivity
    have hg : Integrable (fun a : ℂ => a.re ^ 4 * Real.exp (-‖a‖ ^ 2)) μ := by
      refine Integrable.mono' (((hE 1).add (hE (-1))).const_mul (3 / 2))
        (by fun_prop : Continuous fun a : ℂ =>
          a.re ^ 4 * Real.exp (-‖a‖ ^ 2)).aestronglyMeasurable
        (Filter.Eventually.of_forall fun a => ?_)
      rw [Real.norm_eq_abs, abs_of_nonneg (hg0 a)]
      simp only [Pi.add_apply]
      linarith [key 1 a]
    -- quartic growth on the left, quadratic growth on the right
    have hG : ∀ t : ℝ, 2 / 3 * t ^ 4 * ∫ a : ℂ, a.re ^ 4 * Real.exp (-‖a‖ ^ 2) ∂μ ≤
        2 * (1 - 2 * p + 2 * p * t ^ 2) := by
      intro t
      have h5 := integral_mono (hg.const_mul (2 / 3 * t ^ 4)) ((hE t).add (hE (-t))) (key t)
      simp only [Pi.add_apply] at h5
      rw [integral_const_mul, integral_add (hE t) (hE (-t)), moment_eq h, moment_eq h] at h5
      linarith [neg_sq t, congrArg (fun x => 2 * p * x) (neg_sq t)]
    have hz : ∫ a : ℂ, a.re ^ 4 * Real.exp (-‖a‖ ^ 2) ∂μ = 0 := by
      refine le_antisymm ?_ (integral_nonneg hg0)
      by_contra hc
      have hpos := not_le.1 hc
      generalize (∫ a : ℂ, a.re ^ 4 * Real.exp (-‖a‖ ^ 2) ∂μ) = G at hG hpos
      obtain ⟨t, ht⟩ : ∃ t : ℝ, t = 1 + 3 * (2 + 8 * |p|) / (2 * G) := ⟨_, rfl⟩
      have ht1 : 1 ≤ t := by
        rw [ht]
        exact le_add_of_nonneg_right (by positivity)
      have hGt : 2 / 3 * G * t = 2 / 3 * G + (2 + 8 * |p|) := by
        rw [ht]
        field_simp
      have hs : 1 ≤ t ^ 2 := by nlinarith
      have a1 : (2 + 8 * |p|) * t ^ 2 < 2 / 3 * G * t * t ^ 2 :=
        mul_lt_mul_of_pos_right (by linarith) (by linarith)
      have a2 : 0 ≤ 2 / 3 * G * t * t ^ 2 * (t - 1) :=
        mul_nonneg (by positivity) (by linarith)
      have a3 : 0 ≤ |p| * (t ^ 2 - 1) := mul_nonneg (abs_nonneg p) (by linarith)
      have a4 : 0 ≤ (|p| - p) * t ^ 2 :=
        mul_nonneg (by linarith [le_abs_self p]) (by linarith)
      nlinarith [hG t, neg_abs_le p]
    -- almost every displacement then has real part zero, so these integrals do not depend on `t`
    have hae := (integral_eq_zero_iff_of_nonneg hg0 hg).1 hz
    have heq : ∫ a : ℂ, Real.exp (2 * 1 * a.re - ‖a‖ ^ 2) ∂μ
        = ∫ a : ℂ, Real.exp (2 * 0 * a.re - ‖a‖ ^ 2) ∂μ := by
      apply integral_congr_ae
      filter_upwards [hae] with a ha
      have hr : a.re = 0 :=
        eq_zero_of_pow_eq_zero ((mul_eq_zero.1 ha).resolve_right (Real.exp_pos _).ne')
      rw [hr, mul_zero, mul_zero]
    rw [moment_eq h, moment_eq h] at heq
    linarith
  · rintro rfl
    refine ⟨Measure.dirac 0, inferInstance, fun z => ?_⟩
    rw [integral_dirac, sub_zero]
    unfold mixW
    ring
```

For real p, the mixture is P-classical exactly when p = 0.

Assume first that μ represents it. Completing the square,

2t Re a − |a|² = t² − (t − Re a)² − (Im a)² ≤ t²,

so the exponentials are bounded for each fixed t and can be integrated against μ; this is `hE`. Next put s = 2t Re a in the quartic bound and multiply by exp(−|a|²). This gives `key`:

(2/3) t⁴ (Re a)⁴ exp(−|a|²) ≤ exp(2t Re a − |a|²) + exp(−2t Re a − |a|²).

At t = 1 it also shows that the weighted fourth moment

G = ∫ (Re a)⁴ exp(−|a|²) dμ(a)

is finite, which is `hg`. Because μ assigns no negative weight, the inequality survives integration. The two terms on the right have the same integral, as the quadratic polynomial is even in t. The outcome is `hG`:

(2/3) G t⁴ ≤ 2(1 − 2p + 2pt²).

By hand one divides by t⁴ and lets t grow, which gives G ≤ 0. As G is an integral of a non-negative function, G = 0. In `hz`, Lean replaces the limit by one explicit value. If G were positive, take

t = 1 + 3(2 + 8|p|)/(2G).

Then t ≥ 1 and (2/3)Gt > 2 + 8|p|, so

(2/3) G t⁴ ≥ (2/3) G t³ > (2 + 8|p|) t² ≥ 2(1 − 2p + 2pt²),

which contradicts `hG`.

With G = 0, almost every displacement has Re a = 0. The integral of exp(2t Re a − |a|²) then no longer depends on t. Its values at t = 1 and t = 0 are 1 and 1 − 2p, so p = 0.

For the other direction, p = 0 leaves the vacuum itself. It is represented by all probability placed at a = 0, written `Measure.dirac 0`.

## From a zero average to almost every displacement

The proof turns on `integral_eq_zero_iff_of_nonneg`. This Mathlib theorem says that a non-negative integrable function has integral zero exactly when it vanishes almost everywhere. Its two inputs are `hg0`, the non-negativity, and `hg`, the integrability. The suffix `.1` selects the direction from the zero integral to the vanishing function.

The resulting statement, `hae`, does not say that displacements off the imaginary axis are absent from the plane. It says that μ gives them total probability zero. To use it, `integral_congr_ae` reduces the equality of two integrals to equality of their integrands almost everywhere. Then `filter_upwards [hae] with a ha` lets the proof work at a single point a where the function is known to vanish, with `ha` as the record of that fact. There

(Re a)⁴ exp(−|a|²) = 0,

and since the exponential is positive, Re a = 0. A statement about an average has become a statement about individual displacements, as in the physicist's argument that a non-negative quantity with zero mean is zero with probability one.

## The equal mixture

```lean
/-- The equal mixture of vacuum and one photon has a non-negative, normalised Wigner function
that is neither the exponential of a real function nor P-classical. -/
theorem positive_wigner_not_classical :
    (∀ z, mixW (1 / 2) z = ‖z‖ ^ 2 * Real.exp (-‖z‖ ^ 2) / π) ∧
    (∀ z, 0 ≤ mixW (1 / 2) z) ∧
    ∫ z, mixW (1 / 2) z = 1 ∧
    (¬ ∃ f : ℂ → ℝ, ∀ z, mixW (1 / 2) z = Real.exp (f z)) ∧
    ¬ PClassical (mixW (1 / 2)) := by
  refine ⟨fun z => ?_, (mixW_nonneg_iff (by norm_num)).2 le_rfl, integral_mixW _, ?_, ?_⟩
  · rw [mixW_eq]
    unfold vacuumW
    ring
  · -- the Wigner function vanishes at the origin
    rintro ⟨f, hf⟩
    have h0 : mixW (1 / 2) 0 = 0 := by
      rw [mixW_eq, norm_zero]
      ring
    exact (Real.exp_pos (f 0)).ne' ((hf 0).symm.trans h0)
  · rw [pClassical_mixW_iff]
    norm_num

end

end PositiveWignerNotClassical
```

The symbol `∧` means "and", so the theorem makes five statements about p = 1/2.

First, the constant term 1 − 2p vanishes, leaving

W(z) = |z|² exp(−|z|²)/π.

Second and third, this function is non-negative and has integral 1, by the theorems above.

Fourth, no real function f satisfies W(z) = exp(f(z)) for all z. At the origin W(0) = 0, whereas exp(f(0)) > 0. A normalised Gaussian density is a positive constant times the exponential of a real quadratic function, hence itself the exponential of a real function, so W is not Gaussian, whatever centre and widths one tries.

Fifth, W is not P-classical, because 1/2 ≠ 0. One may therefore sample phase-space points from this single-mode Wigner function as from any probability density, but no random choice of coherent states reproduces it.

In the proof, `refine` supplies the second and third statements directly from earlier theorems and leaves the other three as goals, marked by the dots.

```lean
#print axioms PositiveWignerNotClassical.positive_wigner_not_classical
```

```
'PositiveWignerNotClassical.positive_wigner_not_classical' depends on axioms: [propext, Classical.choice, Quot.sound]
```
